# For $\eta \ge 0$ the smooth Ewald potential $\operatorname{erf}(\eta r)/r$ tends to the self term $2\eta/\sqrt\pi$ as $r \to 0$

Let $\eta \ge 0$ be the Ewald splitting parameter, $r$ any real number, and

$$V_\eta(r) = \frac{2}{\sqrt\pi}\int_0^\eta e^{-r^2t^2}\,dt, \qquad S_\eta = \frac{2\eta}{\sqrt\pi}.$$

Then

$$S_\eta - \frac{2\eta^3 r^2}{3\sqrt\pi} \;\le\; V_\eta(r) \;\le\; S_\eta ,$$

so $V_\eta(r) \to S_\eta$ as $r \to 0$. For $r \ne 0$ one has $V_\eta(r) = \operatorname{erf}(\eta r)/r$, and for finitely many charges $q_i$, in units with $4\pi\varepsilon_0 = 1$ and as $r \to 0$ through nonzero values, the energy $\tfrac12\sum_i q_i^2 \operatorname{erf}(\eta r)/r$ tends to $(\eta/\sqrt\pi)\sum_i q_i^2$.

## The splitting and its three objects

Ewald summation starts from $1/r = (2/\sqrt\pi)\int_0^\infty e^{-r^2t^2}dt$ for $r > 0$, in units with $4\pi\varepsilon_0 = 1$, and cuts the integral at $t = \eta$, an inverse length. The part below the cut is $V_\eta$, which for $\eta > 0$ is the potential of a unit Gaussian charge cloud with density proportional to $e^{-\eta^2 r^2}$. The reciprocal-space sum contains the interaction of each charge with its own cloud, and this is subtracted afterwards. The limit $(\eta/\sqrt\pi)\sum_i q_i^2$ is the magnitude of that correction for finitely many point charges per cell and a single $\eta$, as in the ion–ion energy of a periodic electronic-structure calculation. The splitting and the Gaussian cloud are stated here without proof, the counter-examples below are argued in prose only, and the theorems contain no lattice, no reciprocal sum and no neutrality condition.

```lean
import Mathlib

open Real Filter Topology

namespace EwaldSelfTerm

noncomputable section
```

The error function is $\operatorname{erf}(x) = (2/\sqrt\pi)\int_0^x e^{-t^2}dt$. The integral is oriented, so it changes sign when its limits are exchanged, and negative $x$ is allowed.

```lean
/-- The error function, `erf x = (2/√π) ∫₀^x exp(-t²) dt`. -/
def errFun (x : ℝ) : ℝ := 2 / √π * ∫ t in (0 : ℝ)..x, exp (-t ^ 2)
```

The function `longRange η r` is $V_\eta(r)$. The exponent `-r ^ 2 * t ^ 2` reads $-(r^2)\,t^2$. This form has no division by $r$ and is meaningful at $r = 0$. The variable $r$ ranges over all reals, so the limits below are two-sided and include the approach through positive distances.

```lean
/-- The long-range Ewald potential `(2/√π) ∫₀^η exp(-r² t²) dt` at distance `r`,
with splitting parameter `η`. -/
def longRange (η r : ℝ) : ℝ := 2 / √π * ∫ t in (0 : ℝ)..η, exp (-r ^ 2 * t ^ 2)
```

The constant `selfTerm η` is $S_\eta$. For $\eta > 0$ it is the potential of the unit cloud at its centre, and the energy correction for a charge $q$ has magnitude $\tfrac12 q^2 S_\eta$.

```lean
/-- The Ewald self term `2η/√π`. -/
def selfTerm (η : ℝ) : ℝ := 2 * η / √π
```

## A quadratic bound on $e^{-x}$ and a polynomial integral

For $x \ge 0$ put $p(x) = 1 - x + x^2/2 = \tfrac12\left[(x-1)^2 + 1\right]$, which is positive. Since $e^x \ge 1 + x + x^2/2$,

$$p(x)\,e^x \ge p(x)\left(1 + x + \tfrac{x^2}{2}\right) = \left(1 + \tfrac{x^2}{2}\right)^2 - x^2 = 1 + \tfrac{x^4}{4} \ge 1 .$$

Multiplying by $e^{-x} > 0$ gives $e^{-x} \le p(x)$. In the code `hp` is the sign of $p$, `h1` and `h2` are the two estimates of the product, and the `calc` block is the multiplication.

```lean
/-- For `x ≥ 0`, `exp(-x)` is at most its second-order Taylor polynomial. -/
theorem exp_neg_le_quadratic {x : ℝ} (hx : 0 ≤ x) : exp (-x) ≤ 1 - x + x ^ 2 / 2 := by
  have h := Real.quadratic_le_exp_of_nonneg hx
  have hp : 0 ≤ 1 - x + x ^ 2 / 2 := by nlinarith [sq_nonneg (x - 1)]
  have he : exp (-x) * exp x = 1 := by rw [← Real.exp_add]; simp
  have h0 : 0 ≤ exp (-x) := (Real.exp_pos _).le
  -- (1 - x + x²/2)(1 + x + x²/2) = 1 + x⁴/4
  have h1 : 1 ≤ (1 - x + x ^ 2 / 2) * (1 + x + x ^ 2 / 2) := by
    nlinarith [sq_nonneg (x ^ 2)]
  have h2 : 1 ≤ (1 - x + x ^ 2 / 2) * exp x :=
    h1.trans (mul_le_mul_of_nonneg_left h hp)
  calc exp (-x) = exp (-x) * 1 := (mul_one _).symm
    _ ≤ exp (-x) * ((1 - x + x ^ 2 / 2) * exp x) := mul_le_mul_of_nonneg_left h2 h0
    _ = (1 - x + x ^ 2 / 2) * (exp (-x) * exp x) := by ring
    _ = 1 - x + x ^ 2 / 2 := by rw [he, mul_one]
```

For real $a$, $b$ and $\eta$, the function $t - at^3/3 + bt^5/5$ has derivative $1 - at^2 + bt^4$ (this is `hd`), and the fundamental theorem of calculus gives

$$\int_0^\eta (1 - at^2 + bt^4)\,dt = \eta - \frac{a\eta^3}{3} + \frac{b\eta^5}{5}.$$

```lean
/-- The integral of `1 - a t² + b t⁴` from `0` to `η` (oriented, for any real `η`). -/
theorem integral_quartic (a b η : ℝ) :
    ∫ t in (0 : ℝ)..η, (1 - a * t ^ 2 + b * t ^ 4) = η - a * η ^ 3 / 3 + b * η ^ 5 / 5 := by
  have hd : ∀ t ∈ Set.uIcc (0 : ℝ) η,
      HasDerivAt (fun t : ℝ => t - a * t ^ 3 / 3 + b * t ^ 5 / 5)
        (1 - a * t ^ 2 + b * t ^ 4) t := by
    intro t _
    have h := ((hasDerivAt_id' t).fun_sub
      (((hasDerivAt_pow 3 t).const_mul a).div_const 3)).fun_add
      (((hasDerivAt_pow 5 t).const_mul b).div_const 5)
    refine h.congr_deriv ?_
    ring
  have hc : Continuous fun t : ℝ => 1 - a * t ^ 2 + b * t ^ 4 := by fun_prop
  rw [intervalIntegral.integral_eq_sub_of_hasDerivAt hd (hc.intervalIntegrable _ _)]
  ring
```

## Bounds on the smooth potential

At $x = r^2t^2 \ge 0$ the inequalities $1 - x \le e^{-x} \le 1$ read $1 - r^2t^2 \le e^{-r^2t^2} \le 1$. Integration over $[0,\eta]$ preserves them when $\eta \ge 0$:

$$\eta - \frac{r^2\eta^3}{3} \le \int_0^\eta e^{-r^2t^2}dt \le \eta .$$

The factor $2/\sqrt\pi$ turns this into the two-sided bound. The pointwise inequalities `hl` and `hu` carry explicit zero coefficients so that `integral_quartic` applies with $(a,b) = (r^2, 0)$ and $(0,0)$. The hypothesis `hη` enters through `intervalIntegral.integral_mono_on`.

```lean
/-- For `η ≥ 0` the long-range Ewald potential lies between `2η/√π - 2η³r²/(3√π)` and the self term
`2η/√π`. -/
theorem longRange_bounds {η : ℝ} (hη : 0 ≤ η) (r : ℝ) :
    selfTerm η - 2 * η ^ 3 * r ^ 2 / (3 * √π) ≤ longRange η r ∧
      longRange η r ≤ selfTerm η := by
  have hc : 0 ≤ 2 / √π := by positivity
  have hg : Continuous fun t : ℝ => exp (-r ^ 2 * t ^ 2) := by fun_prop
  have hq : ∀ a b : ℝ, Continuous fun t : ℝ => 1 - a * t ^ 2 + b * t ^ 4 := by
    intro a b; fun_prop
  -- pointwise 1 - r²t² ≤ exp(-r²t²) ≤ 1
  have hl : ∀ t : ℝ, 1 - r ^ 2 * t ^ 2 + 0 * t ^ 4 ≤ exp (-r ^ 2 * t ^ 2) := by
    intro t
    have := Real.add_one_le_exp (-r ^ 2 * t ^ 2)
    linarith
  have hu : ∀ t : ℝ, exp (-r ^ 2 * t ^ 2) ≤ 1 - 0 * t ^ 2 + 0 * t ^ 4 := by
    intro t
    have h : -r ^ 2 * t ^ 2 ≤ 0 := by nlinarith [sq_nonneg (r * t)]
    have := Real.exp_le_one_iff.2 h
    linarith
  have h1 := intervalIntegral.integral_mono_on (μ := MeasureTheory.volume) hη
    ((hq (r ^ 2) 0).intervalIntegrable 0 η) (hg.intervalIntegrable 0 η) (fun t _ => hl t)
  have h2 := intervalIntegral.integral_mono_on (μ := MeasureTheory.volume) hη
    (hg.intervalIntegrable 0 η) ((hq 0 0).intervalIntegrable 0 η) (fun t _ => hu t)
  rw [integral_quartic] at h1 h2
  constructor
  · calc selfTerm η - 2 * η ^ 3 * r ^ 2 / (3 * √π)
        = 2 / √π * (η - r ^ 2 * η ^ 3 / 3 + 0 * η ^ 5 / 5) := by unfold selfTerm; ring
      _ ≤ longRange η r := mul_le_mul_of_nonneg_left h1 hc
  · calc longRange η r ≤ 2 / √π * (η - 0 * η ^ 3 / 3 + 0 * η ^ 5 / 5) :=
          mul_le_mul_of_nonneg_left h2 hc
      _ = selfTerm η := by unfold selfTerm; ring
```

At $r = 0$ the two bounds coincide and give $V_\eta(0) = S_\eta$. For $\eta > 0$ they say that $V_\eta(r)$ falls short of $S_\eta$ by a fraction of at most $(\eta r)^2/3$, which is small when $|r| \ll 1/\eta$.

The quadratic bound at the same $x$ gives $e^{-r^2t^2} \le 1 - r^2t^2 + r^4t^4/2$. With $(a,b) = (r^2, r^4/2)$ the integral is $\eta - r^2\eta^3/3 + r^4\eta^5/10$, hence for $\eta \ge 0$

$$V_\eta(r) \le S_\eta - \frac{2\eta^3r^2}{3\sqrt\pi} + \frac{\eta^5r^4}{5\sqrt\pi}.$$

```lean
/-- For `η ≥ 0` the long-range Ewald potential is at most `2η/√π - 2η³r²/(3√π) + η⁵r⁴/(5√π)`. -/
theorem longRange_le_quartic {η : ℝ} (hη : 0 ≤ η) (r : ℝ) :
    longRange η r ≤
      selfTerm η - 2 * η ^ 3 * r ^ 2 / (3 * √π) + η ^ 5 * r ^ 4 / (5 * √π) := by
  have hc : 0 ≤ 2 / √π := by positivity
  have hg : Continuous fun t : ℝ => exp (-r ^ 2 * t ^ 2) := by fun_prop
  have hq : Continuous fun t : ℝ => 1 - r ^ 2 * t ^ 2 + r ^ 4 / 2 * t ^ 4 := by fun_prop
  have hu : ∀ t : ℝ, exp (-r ^ 2 * t ^ 2) ≤ 1 - r ^ 2 * t ^ 2 + r ^ 4 / 2 * t ^ 4 := by
    intro t
    calc exp (-r ^ 2 * t ^ 2) = exp (-(r ^ 2 * t ^ 2)) := by rw [neg_mul]
      _ ≤ 1 - r ^ 2 * t ^ 2 + (r ^ 2 * t ^ 2) ^ 2 / 2 := exp_neg_le_quadratic (by positivity)
      _ = _ := by ring
  have h := intervalIntegral.integral_mono_on (μ := MeasureTheory.volume) hη
    (hg.intervalIntegrable 0 η) (hq.intervalIntegrable 0 η) (fun t _ => hu t)
  rw [integral_quartic] at h
  calc longRange η r ≤ 2 / √π * (η - r ^ 2 * η ^ 3 / 3 + r ^ 4 / 2 * η ^ 5 / 5) :=
        mul_le_mul_of_nonneg_left h hc
    _ = _ := by unfold selfTerm; ring
```

## Where the self term is attained

For $\eta > 0$, $V_\eta(r) = S_\eta$ holds if and only if $r = 0$. If $r = 0$ the integrand is $1$ and the integral is $\eta$. If $r \ne 0$ the integrand is continuous, at most $1$ everywhere (`hle`), and strictly below $1$ at $t = \eta$ because $r^2\eta^2 > 0$ (`hend`). The integral is then strictly below $\eta$ (`hlt`), so $V_\eta(r) < S_\eta$, against the assumed equality.

```lean
/-- For `η > 0` the long-range Ewald potential equals the self term exactly at `r = 0`. -/
theorem longRange_eq_selfTerm_iff {η : ℝ} (hη : 0 < η) (r : ℝ) :
    longRange η r = selfTerm η ↔ r = 0 := by
  constructor
  · intro h
    by_contra hr
    have hc : 0 < 2 / √π := by have := Real.pi_pos; positivity
    have hg : Continuous fun t : ℝ => exp (-r ^ 2 * t ^ 2) := by fun_prop
    have hle : ∀ t : ℝ, exp (-r ^ 2 * t ^ 2) ≤ 1 := fun t =>
      Real.exp_le_one_iff.2 (by nlinarith [sq_nonneg (r * t)])
    -- the integrand is strictly below 1 at t = η
    have hend : exp (-r ^ 2 * η ^ 2) < 1 := by
      have hp : 0 < r ^ 2 * η ^ 2 := by positivity
      have h0 : -r ^ 2 * η ^ 2 < 0 := by linarith
      simpa using Real.exp_lt_exp.2 h0
    have hlt : (∫ t in (0 : ℝ)..η, exp (-r ^ 2 * t ^ 2)) < ∫ _t in (0 : ℝ)..η, (1 : ℝ) :=
      intervalIntegral.integral_lt_integral_of_continuousOn_of_le_of_exists_lt hη
        hg.continuousOn continuousOn_const (fun t _ => hle t) ⟨η, ⟨hη.le, le_rfl⟩, hend⟩
    have h1 : (∫ _t in (0 : ℝ)..η, (1 : ℝ)) = η := by simp
    rw [h1] at hlt
    have h2 : longRange η r < 2 / √π * η := mul_lt_mul_of_pos_left hlt hc
    have h3 : 2 / √π * η = selfTerm η := by unfold selfTerm; ring
    linarith
  · intro h
    have h1 : (∫ t in (0 : ℝ)..η, exp (-r ^ 2 * t ^ 2)) = η := by simp [h]
    unfold longRange selfTerm
    rw [h1]
    ring
```

The value $\eta = 0$ has to be excluded here. At $\eta = 0$ the interval is a point, $V_0(r) = 0 = S_0$ for every $r$, and $r = 1$ violates the equivalence.

## Behaviour as $r \to 0$

The lower bound is continuous in $r$ with value $S_\eta$ at $0$, and the upper bound is the constant $S_\eta$. The squeeze theorem gives $V_\eta(r) \to S_\eta$. The statement `Tendsto (longRange η) (𝓝 0) (𝓝 (selfTerm η))` uses full neighbourhoods of $0$, the point itself included.

```lean
/-- For `η ≥ 0` the long-range Ewald potential tends to the self term `2η/√π` as `r → 0`. -/
theorem longRange_tendsto_selfTerm {η : ℝ} (hη : 0 ≤ η) :
    Tendsto (longRange η) (𝓝 0) (𝓝 (selfTerm η)) := by
  have hc : Continuous fun r : ℝ => selfTerm η - 2 * η ^ 3 * r ^ 2 / (3 * √π) := by fun_prop
  exact tendsto_of_tendsto_of_tendsto_of_le_of_le (hc.tendsto' 0 (selfTerm η) (by simp))
    tendsto_const_nhds (fun r => (longRange_bounds hη r).1) (fun r => (longRange_bounds hη r).2)
```

For $r \ne 0$, subtract $V_\eta(r)$ from $S_\eta$, use the quartic upper bound on one side and the quadratic lower bound on the other, and divide by $r^2 > 0$:

$$\frac{2\eta^3}{3\sqrt\pi} - \frac{\eta^5r^2}{5\sqrt\pi} \le \frac{S_\eta - V_\eta(r)}{r^2} \le \frac{2\eta^3}{3\sqrt\pi}.$$

Both sides tend to $2\eta^3/(3\sqrt\pi)$, and so does the quotient. The coefficient of $r^2$ in the lower bound is therefore the true leading one. The filter `𝓝[≠] 0` means approach through nonzero $r$, and each `filter_upwards` block clears the denominator and closes one inequality by `linarith`.

```lean
/-- For `η ≥ 0` the deficit of the long-range potential below the self term, divided by `r²`, tends
to `2η³/(3√π)` as `r → 0` through nonzero values. -/
theorem deficit_tendsto {η : ℝ} (hη : 0 ≤ η) :
    Tendsto (fun r => (selfTerm η - longRange η r) / r ^ 2) (𝓝[≠] 0)
      (𝓝 (2 * η ^ 3 / (3 * √π))) := by
  have hc : Continuous fun r : ℝ => 2 * η ^ 3 / (3 * √π) - η ^ 5 * r ^ 2 / (5 * √π) := by
    fun_prop
  have hl := (hc.tendsto' 0 (2 * η ^ 3 / (3 * √π)) (by simp)).mono_left
    (nhdsWithin_le_nhds (s := {0}ᶜ))
  refine tendsto_of_tendsto_of_tendsto_of_le_of_le' hl tendsto_const_nhds ?_ ?_
  · filter_upwards [self_mem_nhdsWithin] with r hr
    have hr2 : 0 < r ^ 2 := by have : r ≠ 0 := hr; positivity
    have e : (2 * η ^ 3 / (3 * √π) - η ^ 5 * r ^ 2 / (5 * √π)) * r ^ 2
        = 2 * η ^ 3 * r ^ 2 / (3 * √π) - η ^ 5 * r ^ 4 / (5 * √π) := by ring
    rw [le_div_iff₀ hr2, e]
    linarith [longRange_le_quartic hη r]
  · filter_upwards [self_mem_nhdsWithin] with r hr
    have hr2 : 0 < r ^ 2 := by have : r ≠ 0 := hr; positivity
    have e : 2 * η ^ 3 / (3 * √π) * r ^ 2 = 2 * η ^ 3 * r ^ 2 / (3 * √π) := by ring
    rw [div_le_iff₀ hr2, e]
    linarith [(longRange_bounds hη r).1]
```

## The error-function form

For $r \ne 0$ substitute $s = rt$, $dt = ds/r$:

$$\int_0^\eta e^{-(rt)^2}dt = \frac1r\int_0^{r\eta} e^{-s^2}ds .$$

Multiplying by $2/\sqrt\pi$ gives $V_\eta(r) = \operatorname{erf}(\eta r)/r$, and then $r\,V_\eta(r) = \operatorname{erf}(\eta r)$. With oriented integrals this holds for every real $\eta$ and both signs of $r$. The substitution is `intervalIntegral.integral_comp_mul_left`, and `e` rewrites the exponent as $-(rt)^2$.

```lean
/-- Away from the origin, `r` times the long-range potential is `erf(ηr)` and the
long-range potential is `erf(ηr)/r`. -/
theorem longRange_eq_errFun (η : ℝ) {r : ℝ} (hr : r ≠ 0) :
    r * longRange η r = errFun (η * r) ∧ longRange η r = errFun (η * r) / r := by
  -- substitution s = r t
  have h := intervalIntegral.integral_comp_mul_left (a := 0) (b := η)
    (f := fun s : ℝ => exp (-s ^ 2)) hr
  simp only [mul_zero, smul_eq_mul] at h
  have e : ∀ t : ℝ, -r ^ 2 * t ^ 2 = -(r * t) ^ 2 := by intro t; ring
  have h2 : longRange η r = errFun (η * r) / r := by
    unfold longRange errFun
    simp only [e]
    rw [h, mul_comm r η]
    ring
  refine ⟨?_, h2⟩
  rw [h2]
  field_simp
```

At $r = 0$ Lean evaluates the quotient as $0/0 = 0$, while $V_\eta(0) = S_\eta$, which is nonzero for $\eta \ne 0$. For such $\eta$ the second identity fails at $r = 0$, so it carries `hr`, and the remaining limits exclude the origin.

Since $\operatorname{erf}(\eta r)/r$ and $V_\eta(r)$ agree for all $r \ne 0$, they have the same limit through nonzero $r$. The proof restricts the earlier limit with `mono_left` and exchanges the functions with `congr'`.

```lean
/-- For `η ≥ 0`, `erf(ηr)/r` tends to the self term `2η/√π` as `r → 0` through nonzero values. -/
theorem errFun_div_tendsto {η : ℝ} (hη : 0 ≤ η) :
    Tendsto (fun r => errFun (η * r) / r) (𝓝[≠] 0) (𝓝 (selfTerm η)) := by
  refine ((longRange_tendsto_selfTerm hη).mono_left nhdsWithin_le_nhds).congr' ?_
  filter_upwards [self_mem_nhdsWithin] with r hr
  exact (longRange_eq_errFun η hr).2
```

## The self-interaction energy

Let $q_i$ be real charges indexed by a finite set `ι`. The expression $\tfrac12 q_i^2\operatorname{erf}(\eta r)/r$ is taken as given. It stands for charge $i$ placed at distance $r$ from the centre of its own cloud, with the factor $\tfrac12$ of a pair energy summed over ordered pairs, and the same $r$ serves for all charges. The quotient does not depend on $i$, so

$$\frac12\sum_i q_i^2\,\frac{\operatorname{erf}(\eta r)}{r} = \Big(\frac12\sum_i q_i^2\Big)\frac{\operatorname{erf}(\eta r)}{r} \;\to\; \Big(\frac12\sum_i q_i^2\Big)\frac{2\eta}{\sqrt\pi} = \frac{\eta}{\sqrt\pi}\sum_i q_i^2 .$$

The step `const_mul` multiplies the previous limit by the constant, `e` is the last equality, and `Finset.sum_mul` takes the quotient out of the sum. One charge $q$ gives $\eta q^2/\sqrt\pi$, and an empty index set or $\eta = 0$ gives $0$. The limit is the magnitude of the correction, which enters the Ewald energy with a minus sign.

```lean
/-- For `η ≥ 0` and finitely many charges `qᵢ`, the energy `½ ∑ qᵢ² erf(ηr)/r` tends to the Ewald
self-interaction energy `(η/√π) ∑ qᵢ²` as `r → 0` through nonzero values. -/
theorem self_energy_tendsto {ι : Type*} [Fintype ι] (q : ι → ℝ) {η : ℝ} (hη : 0 ≤ η) :
    Tendsto (fun r => 1 / 2 * ∑ i, q i ^ 2 * (errFun (η * r) / r)) (𝓝[≠] 0)
      (𝓝 (η / √π * ∑ i, q i ^ 2)) := by
  have h := (errFun_div_tendsto hη).const_mul (1 / 2 * ∑ i, q i ^ 2)
  have e : η / √π * ∑ i, q i ^ 2 = (1 / 2 * ∑ i, q i ^ 2) * selfTerm η := by
    unfold selfTerm; ring
  rw [e]
  refine h.congr fun r => ?_
  rw [← Finset.sum_mul, mul_assoc]

end

end EwaldSelfTerm
```

```lean
#print axioms EwaldSelfTerm.longRange_eq_selfTerm_iff
#print axioms EwaldSelfTerm.longRange_tendsto_selfTerm
#print axioms EwaldSelfTerm.deficit_tendsto
#print axioms EwaldSelfTerm.self_energy_tendsto
```

```
'EwaldSelfTerm.longRange_eq_selfTerm_iff' depends on axioms: [propext, Classical.choice, Quot.sound]
'EwaldSelfTerm.longRange_tendsto_selfTerm' depends on axioms: [propext, Classical.choice, Quot.sound]
'EwaldSelfTerm.deficit_tendsto' depends on axioms: [propext, Classical.choice, Quot.sound]
'EwaldSelfTerm.self_energy_tendsto' depends on axioms: [propext, Classical.choice, Quot.sound]
```

## Negative $\eta$ breaks the upper bound

Take $\eta = -1$ and $r = 1$. The integrand is even in $t$ and the orientation is reversed, so $V_{-1}(1) = -V_1(1)$. The quartic bound at $\eta = r = 1$ gives $V_1(1) \le \frac{2}{\sqrt\pi}\left(1 - \frac13 + \frac1{10}\right) = \frac{2}{\sqrt\pi}\cdot\frac{23}{30}$. Hence $V_{-1}(1) \ge -\frac{2}{\sqrt\pi}\cdot\frac{23}{30} > -\frac{2}{\sqrt\pi} = S_{-1}$, and $V_\eta(r) \le S_\eta$ fails without $\eta \ge 0$.
